# Point charges with equal harmonic moments through order L about one centre have them equal about every centre

## Moving multipoles to a new centre

When a multipole calculation merges small groups of charges into larger ones, each group's moments are moved from its own centre to that of the larger group. Often only the moments against harmonic polynomials have been kept, since in three dimensions these alone fix the Coulomb potential outside the charges. The move must therefore not call for a discarded moment containing $r^2=\sum_i x_i^2$.

A cubic example shows what happens. Replacing $x$ by $x-t$ in the harmonic polynomial $x^3-3xy^2$ gives

$$x^3-3xy^2-3t(x^2-y^2)+3t^2x-t^3 .$$

The quadratic terms appear only in the harmonic combination $x^2-y^2$. The theorem below covers every order and dimension, for finite sets of point charges.

## Harmonic moments and the main theorem

Let charges $q_k$ sit at positions $r_k\in\mathbb R^n$. Their moment about a centre $c$ against a real polynomial $p$ is

$$M_c(p)=\sum_k q_k\,p(r_k-c).$$

A second set, with charges $q'_k$ at $r'_k$, has moments $M'_c(p)$. Let $H_L$ be the set of polynomials $p$ of total degree at most $L$ with $\Delta p=\sum_i\partial_i^2p=0$.

**Theorem.** If $M_a(p)=M'_a(p)$ for all $p\in H_L$ at one centre $a$, then $M_b(p)=M'_b(p)$ for all $p\in H_L$ at every centre $b$.

The shifted harmonic moments are thus determined by the unshifted ones, whatever the $r^2$ moments may be.

## Recentring keeps a polynomial harmonic

Define $(S_cp)(x)=p(x-c)$. Since $r_k-b=(r_k-a)-(b-a)$,

$$M_b(p)=\sum_k q_k\,p\big((r_k-a)-(b-a)\big)=M_a(S_{b-a}p).$$

It remains to show that $S_c$ maps $H_L$ into itself.

*Laplacian.* By the chain rule $\partial_iS_cp=S_c\partial_ip$. Applying this twice and summing over $i$ gives $\Delta S_cp=S_c\Delta p=0$.

*Degree.* If $p$ has degree at most $K+1$, then $S_cp-p$ has degree at most $K$. For a constant the difference is zero. For a monomial $f x_i$ of degree at most $K+1$,

$$S_c(fx_i)-fx_i=(S_cf-f)(x_i-c_i)-c_if .$$

Here $f$ has degree at most $K$. If $K=0$, $f$ is constant and the first term vanishes. Otherwise, by induction, $S_cf-f$ has degree at most $K-1$, so the first term has degree at most $K$. Summing over the monomials of $p$ gives the claim. In particular, $S_cp=(S_cp-p)+p$ has degree at most $L$ when $p$ does.

Hence $S_{b-a}p\in H_L$, and the hypothesis gives $M_b(p)=M_a(S_{b-a}p)=M'_a(S_{b-a}p)=M'_b(p)$.

## The first non-vanishing order, and a pair of charges

Suppose $M_a$ vanishes on $H_L$, and take $p\in H_{L+1}$. Then $S_{b-a}p-p$ is harmonic and has degree at most $L$, so

$$M_b(p)-M_a(p)=M_a(S_{b-a}p-p)=0 .$$

For $L=0$ this is the familiar statement that a neutral set of charges has a dipole moment independent of the origin.

Different distributions can meet the theorem's hypothesis. Compare unit charges at $c$ and $-c$ with one charge $2$ at the origin. For $p$ of degree at most one, $S_cp-p$ is constant. Its values at $c$ and at $0$ give $p(0)-p(c)=p(-c)-p(0)$, hence $p(c)+p(-c)=2p(0)$. The harmonic moments about the origin therefore agree through order one, while the $r^2$ moments are $2|c|^2$ and $0$, which differ when $c\ne0$. Since $r^2$ has degree two, it lies above the cutoff $L=1$ of this example.

## The Lean file

```lean
import Mathlib

open MvPolynomial

namespace SolidHarmonicMoments

noncomputable section

variable {n : ℕ}

/-- The Laplacian of a polynomial in `n` Cartesian coordinates. -/
def laplacian (p : MvPolynomial (Fin n) ℝ) : MvPolynomial (Fin n) ℝ :=
  ∑ i, pderiv i (pderiv i p)

/-- A harmonic polynomial of degree at most `L`, not necessarily homogeneous. -/
def HarmonicUpTo (L : ℕ) (p : MvPolynomial (Fin n) ℝ) : Prop :=
  laplacian p = 0 ∧ p.totalDegree ≤ L

/-- The moment about the centre `c` of charges `q` at positions `r`, against `p`. -/
def moment {ι : Type*} [Fintype ι] (q : ι → ℝ) (r : ι → Fin n → ℝ)
    (c : Fin n → ℝ) (p : MvPolynomial (Fin n) ℝ) : ℝ :=
  ∑ k, q k * eval (r k - c) p

/-- Recentring of a polynomial: `x` is replaced by `x - c`. -/
def shift (c : Fin n → ℝ) : MvPolynomial (Fin n) ℝ →ₐ[ℝ] MvPolynomial (Fin n) ℝ :=
  aeval (fun i => X i - C (c i))

/-- The recentred polynomial at `x` has the value of the original one at `x - c`. -/
theorem eval_shift (c x : Fin n → ℝ) (p : MvPolynomial (Fin n) ℝ) :
    eval x (shift c p) = eval (x - c) p := by
  induction p using MvPolynomial.induction_on
  next s => simp [shift]
  next f g hf hg => simp only [map_add, hf, hg]
  next f j hf =>
    have hX : shift c (X j) = X j - C (c j) := by simp [shift]
    simp only [map_mul, hf, hX, map_sub, eval_X, eval_C, Pi.sub_apply]

/-- Recentring commutes with every partial derivative. -/
theorem pderiv_shift (c : Fin n → ℝ) (i : Fin n) (p : MvPolynomial (Fin n) ℝ) :
    pderiv i (shift c p) = shift c (pderiv i p) := by
  induction p using MvPolynomial.induction_on
  next a => simp [shift]
  next f g hf hg => simp only [map_add, hf, hg]
  next f j hf =>
    have hX : shift c (X j) = X j - C (c j) := by simp [shift]
    have h1 : shift c (pderiv i (X j)) = pderiv i (X j) := by
      rcases eq_or_ne j i with rfl | h
      · simp
      · simp [pderiv_X_of_ne h]
    simp only [map_mul, pderiv_mul, map_add, hf, h1, hX, map_sub, pderiv_C, sub_zero]

/-- Recentring changes a polynomial of degree at most `L + 1` only by terms of degree
at most `L`. -/
theorem totalDegree_shift_sub_le (c : Fin n → ℝ) {L : ℕ} {p : MvPolynomial (Fin n) ℝ}
    (hp : p.totalDegree ≤ L + 1) : (shift c p - p).totalDegree ≤ L := by
  let P : MvPolynomial (Fin n) ℝ → Prop := fun f =>
    ∀ K, f.totalDegree ≤ K + 1 → (shift c f - f).totalDegree ≤ K
  have hC : ∀ a, shift c (C a) = C a := fun a => by simp [shift]
  have h0 : ∀ a, P (C a) := by
    intro a K _
    simp [hC]
  -- the degree bound passes from `f` to `f * X i`
  have hX : ∀ f i, P f → P (f * X i) := by
    intro f i hf K hK
    have e : shift c (f * X i) - f * X i =
        (shift c f - f) * (X i - C (c i)) - C (c i) * f := by
      rw [map_mul, show shift c (X i) = X i - C (c i) by simp [shift]]
      ring
    have hd : f.totalDegree ≤ K := by
      refine Finset.sup_le fun m hm => ?_
      have hmem : m + Finsupp.single i 1 ∈ (f * X i).support := by
        rw [mem_support_iff, coeff_mul_X]
        exact mem_support_iff.mp hm
      have h := (le_totalDegree hmem).trans hK
      have hs : ∑ j, (m + Finsupp.single i 1 : Fin n →₀ ℕ) j = ∑ j, m j + 1 := by
        simp [Finset.sum_add_distrib, Finsupp.single_apply]
      rw [Finsupp.sum_fintype _ _ (fun _ => rfl)] at h
      show (m.sum fun _ k => k) ≤ K
      rw [Finsupp.sum_fintype _ _ (fun _ => rfl)]
      omega
    have h1 : ((shift c f - f) * (X i - C (c i))).totalDegree ≤ K := by
      cases K with
      | zero =>
        rw [totalDegree_eq_zero_iff_eq_C.mp (Nat.le_zero.mp hd), hC, sub_self,
          zero_mul, totalDegree_zero]
      | succ J =>
        refine (totalDegree_mul _ _).trans (Nat.add_le_add (hf J hd) ?_)
        exact (totalDegree_sub _ _).trans (by simp [totalDegree_X, totalDegree_C])
    rw [e]
    exact (totalDegree_sub _ _).trans (max_le h1
      ((totalDegree_mul _ _).trans (by rwa [totalDegree_C, zero_add])))
  have mono : ∀ (m : Fin n →₀ ℕ) (a : ℝ), P (monomial m a) :=
    fun m a => induction_on_monomial h0 hX m a
  -- sum over the monomials of `p`
  have e : shift c p - p = ∑ m ∈ p.support,
      (shift c (monomial m (p.coeff m)) - monomial m (p.coeff m)) := by
    rw [Finset.sum_sub_distrib, ← map_sum, ← p.as_sum]
  rw [e]
  refine Finset.sum_induction _ (fun f : MvPolynomial (Fin n) ℝ => f.totalDegree ≤ L)
    (fun f g hf hg => (totalDegree_add f g).trans (max_le hf hg)) ?_ (fun m hm => ?_)
  · simp
  · exact mono m (p.coeff m) L
      (((totalDegree_monomial_le m _).trans (le_totalDegree hm)).trans hp)

/-- A recentred harmonic polynomial of degree at most `L` is again one. -/
theorem harmonicUpTo_shift (c : Fin n → ℝ) {L : ℕ} {p : MvPolynomial (Fin n) ℝ}
    (hp : HarmonicUpTo L p) : HarmonicUpTo L (shift c p) := by
  constructor
  · have h : laplacian (shift c p) = shift c (laplacian p) := by
      simp only [laplacian, pderiv_shift, map_sum]
    rw [h, hp.1, map_zero]
  · have e : shift c p = (shift c p - p) + p := by ring
    rw [e]
    exact (totalDegree_add _ _).trans (max_le
      (totalDegree_shift_sub_le c (hp.2.trans (Nat.le_succ L))) hp.2)

/-- The moment about `b` is the moment about `a` against the recentred polynomial. -/
theorem moment_recentre {ι : Type*} [Fintype ι] (q : ι → ℝ) (r : ι → Fin n → ℝ)
    (a b : Fin n → ℝ) (p : MvPolynomial (Fin n) ℝ) :
    moment q r b p = moment q r a (shift (b - a) p) := by
  simp only [moment, eval_shift, sub_sub, add_sub_cancel]

/-- If two finite sets of point charges have equal moments about one centre `a` against
all harmonic polynomials of degree at most `L`, they have equal such moments about
every centre `b`. -/
theorem harmonic_moments_agree {ι κ : Type*} [Fintype ι] [Fintype κ] {L : ℕ}
    (q : ι → ℝ) (r : ι → Fin n → ℝ) (q' : κ → ℝ) (r' : κ → Fin n → ℝ) (a : Fin n → ℝ)
    (h : ∀ p, HarmonicUpTo L p → moment q r a p = moment q' r' a p) (b : Fin n → ℝ) :
    ∀ p, HarmonicUpTo L p → moment q r b p = moment q' r' b p := by
  intro p hp
  rw [moment_recentre q r a b, moment_recentre q' r' a b]
  exact h _ (harmonicUpTo_shift _ hp)

/-- If all harmonic moments of degree at most `L` vanish about `a`, then the harmonic
moments of degree at most `L + 1` are the same about every centre. -/
theorem leading_moment_centre_independent {ι : Type*} [Fintype ι] {L : ℕ}
    (q : ι → ℝ) (r : ι → Fin n → ℝ) (a b : Fin n → ℝ)
    (h : ∀ p, HarmonicUpTo L p → moment q r a p = 0)
    {p : MvPolynomial (Fin n) ℝ} (hp : HarmonicUpTo (L + 1) p) :
    moment q r b p = moment q r a p := by
  have hl : laplacian (shift (b - a) p - p) =
      laplacian (shift (b - a) p) - laplacian p := by
    simp only [laplacian, map_sub, Finset.sum_sub_distrib]
  -- the change under recentring is harmonic and of degree at most `L`
  have h1 := h (shift (b - a) p - p)
    ⟨by rw [hl, (harmonicUpTo_shift (b - a) hp).1, hp.1, sub_zero],
      totalDegree_shift_sub_le _ hp.2⟩
  have e : moment q r a (shift (b - a) p - p) =
      moment q r a (shift (b - a) p) - moment q r a p := by
    simp only [moment, map_sub, mul_sub, Finset.sum_sub_distrib]
  rw [moment_recentre q r a b]
  linarith

/-- The two opposite points `c` and `-c`. -/
def oppositePair (c : Fin n → ℝ) : Bool → Fin n → ℝ
  | true => c
  | false => -c

/-- Unit charges at `c` and `-c` and one charge `2` at the origin have equal harmonic
moments through degree one about the origin, while their `r²` moments are `2|c|²`
and `0`. -/
theorem harmonic_moments_agree_witness (c : Fin n → ℝ) :
    (∀ p, HarmonicUpTo 1 p → moment (fun _ => 1) (oppositePair c) 0 p =
      moment (fun _ : Unit => 2) (fun _ => 0) 0 p) ∧
    moment (fun _ => 1) (oppositePair c) 0 (∑ j, X j ^ 2) = 2 * ∑ j, c j ^ 2 ∧
    moment (fun _ : Unit => 2) (fun _ => 0) 0 (∑ j : Fin n, X j ^ 2) = 0 := by
  refine ⟨?_, ?_, ?_⟩
  · intro p hp
    -- a polynomial of degree one changes by a constant under recentring
    have hk := totalDegree_eq_zero_iff_eq_C.mp
      (Nat.le_zero.mp (totalDegree_shift_sub_le c (L := 0) hp.2))
    have h1 := congrArg (eval c) hk
    have h2 := congrArg (eval 0) hk
    rw [map_sub, eval_shift, eval_C, sub_self c] at h1
    rw [map_sub, eval_shift, eval_C, zero_sub c] at h2
    simp only [moment, oppositePair, Fintype.sum_bool, sub_zero, one_mul,
      Finset.univ_unique, Finset.sum_singleton]
    linarith
  · simp only [moment, oppositePair, Fintype.sum_bool, sub_zero, one_mul, map_sum,
      map_pow, eval_X, Pi.neg_apply, neg_sq]
    ring
  · simp [moment]

end

end SolidHarmonicMoments
```

```lean
#print axioms SolidHarmonicMoments.harmonic_moments_agree
#print axioms SolidHarmonicMoments.leading_moment_centre_independent
```

```
'SolidHarmonicMoments.harmonic_moments_agree' depends on axioms: [propext, Classical.choice, Quot.sound]
'SolidHarmonicMoments.leading_moment_centre_independent' depends on axioms: [propext, Classical.choice, Quot.sound]
```

## What the Lean statements say

`MvPolynomial (Fin n) ℝ` is the type of real polynomials in $n$ coordinates. `laplacian` uses the formal derivatives `pderiv`, and `HarmonicUpTo L p` says that $p\in H_L$. Such a $p$ need not be homogeneous, so all orders up to $L$ are included.

`moment q r c p` is $M_c(p)$, with charges labelled by a finite type. In `harmonic_moments_agree` the two labelling types `ι` and `κ` may differ, so the sets may contain different numbers of charges. The charges may have either sign. The hypothesis `h` is equality at `a`; the conclusion holds for every `b`.

For electronic structure and simulation, the result supports translating harmonic multipoles without $r^2$ moments when the source is a finite set of point charges; continuous Gaussian densities would need integrals in place of the sums. It gives neither explicit translation coefficients nor a bound on the error of a truncated potential.

## How the lemmas follow the derivation

`eval_shift` identifies `shift c p` with $S_cp$, and `moment_recentre` rewrites a moment about $b$ as one about $a$. `pderiv_shift` proves the chain rule by induction on the polynomial, using the product rule when a coordinate is multiplied in.

`totalDegree_shift_sub_le` contains the degree argument. Its predicate `P` quantifies over every bound `K`, because the step at `J + 1` needs the induction hypothesis at `J`. The induction runs over monomials, since cancellation can give a sum a lower degree than its terms. `harmonicUpTo_shift` combines the two properties, and the main theorem rewrites both moments and applies `h` to the shifted polynomial.

`leading_moment_centre_independent` applies its hypothesis to the difference $S_{b-a}p-p$. The first part of `harmonic_moments_agree_witness` evaluates the constant difference at `c` and `0`, then finishes with `linarith`; the two $r^2$ moments are computed directly.

## A closer look at `aeval`

`shift` is defined by `aeval (fun i => X i - C (c i))`. Given an image for each coordinate, `aeval` produces the unique algebra homomorphism that sends the coordinates there. The definition thus states only $x_i\mapsto x_i-c_i$, while the type `→ₐ[ℝ]` records that sums, products and real constants are respected.

That is why `map_add`, `map_mul` and `map_sum` apply to `shift` without separate proofs. They reduce the chain rule to its effect on a coordinate, split the degree argument into monomials, and carry the Laplacian's sum through the shift.
